# A 1/k Bound on the Squared Density Error of Penalised Minimisers for Pure-State Targets

The lattice enters only through its operators. The state space is any finite-dimensional complex inner product space $V$, with a Hermitian Hamiltonian $H$ and one Hermitian operator $n_i$ for each site $i$ of a finite set. This covers one particle hopping between sites as well as a many-electron space with interactions, since neither a particular basis nor the commutation of the $n_i$ is used. In density functional theory $H$ is normally the internal Hamiltonian, kinetic energy plus interaction, without an external potential.

For $\psi\in V$ write

$$E(\psi)=\langle\psi,H\psi\rangle,\qquad \rho_i(\psi)=\langle\psi,n_i\psi\rangle .$$

The density $\rho(\psi)$ is a real vector over the sites, and $\|\cdot\|$ is its Euclidean norm. The Levy–Lieb functional $F_{LL}(\rho)$ is the infimum of $E(\chi)$ over unit vectors $\chi$ with $\rho(\chi)=\rho$, and $E_0$ is the lowest eigenvalue of $H$. Given a target $\rho$ and a penalty strength $k>0$, the penalised energy is

$$P(\psi)=E(\psi)+\frac k2\|\rho(\psi)-\rho\|^2 .$$

**Claim.** If $\rho$ is the density of some unit vector and $\psi$ minimises $P$ among unit vectors, then

$$\|\rho(\psi)-\rho\|^2\le\frac{2\,(F_{LL}(\rho)-E_0)}{k}.$$

For finite lattice models and exact global minimisers, this turns a penalty strength into a guaranteed density accuracy in a constrained search.

## Two inequalities for the penalised energy

The expectation values are real: for Hermitian $T$, $\overline{\langle\psi,T\psi\rangle}=\langle T\psi,\psi\rangle=\langle\psi,T\psi\rangle$.

The first inequality bounds the energy from below. Take an orthonormal eigenbasis $b_i$ of $H$ with $Hb_i=e_ib_i$, where $i$ now labels basis vectors. For a unit vector $\psi$,

$$E(\psi)=\sum_i\langle\psi,b_i\rangle\langle b_i,H\psi\rangle=\sum_i e_i|\langle b_i,\psi\rangle|^2\ge E_0\sum_i|\langle b_i,\psi\rangle|^2=E_0 .$$

The second bounds the minimal penalised energy from above. Let $\chi$ be any unit vector with $\rho(\chi)=\rho$. Its penalty is zero, so minimality of $\psi$ gives $P(\psi)\le P(\chi)=E(\chi)$. Thus $P(\psi)$ is a lower bound for all the energies whose infimum is $F_{LL}(\rho)$, and $P(\psi)\le F_{LL}(\rho)$. There is at least one such $\chi$ by assumption, and the argument does not need one that attains the infimum.

Together,

$$E_0+\frac k2\|\rho(\psi)-\rho\|^2\le P(\psi)\le F_{LL}(\rho),$$

and solving for the squared error proves the claim.

## A faster rate for targets that come from a potential

Suppose that the target is $\rho(\varphi)$, where the unit vector $\varphi$ is a ground state of $H+\sum_i v_in_i$ for a real potential $v$. Put $D=\|\rho(\psi)-\rho(\varphi)\|$. The two variational principles, each tested with the other's minimiser, read

$$E(\psi)+\frac k2D^2\le E(\varphi),\qquad E(\varphi)+v\cdot\rho(\varphi)\le E(\psi)+v\cdot\rho(\psi).$$

Adding them cancels the energies, and Cauchy–Schwarz gives

$$\frac k2D^2\le v\cdot(\rho(\psi)-\rho(\varphi))\le\|v\|\,D .$$

If $D=0$ there is nothing to show. Otherwise division by $D$ gives $D\le2\|v\|/k$. The general bound makes the error itself decay at least as fast as $k^{-1/2}$; here it decays at least as fast as $k^{-1}$.

## The lattice system and its functionals in Lean

```lean
import Mathlib

open scoped InnerProductSpace

namespace PenaltyDensityError

noncomputable section
```

The operators and their Hermiticity are bundled into one structure. `IsSymmetric` is the condition $\langle Tx,y\rangle=\langle x,Ty\rangle$ for all $x,y$. The type `ι` is the set of sites.

```lean
/-- A lattice system: a Hermitian Hamiltonian `H` and Hermitian site operators `n i`. -/
structure LatticeSystem (V ι : Type*) [NormedAddCommGroup V] [InnerProductSpace ℂ V] where
  H : V →ₗ[ℂ] V
  n : ι → V →ₗ[ℂ] V
  H_symm : H.IsSymmetric
  n_symm : ∀ i, (n i).IsSymmetric
```

The energy is defined as the real part of the complex expectation value, so that it can be compared with other real numbers. Mathlib's inner product is conjugate-linear in its first argument, as in Dirac notation.

```lean
variable {V ι : Type*} [NormedAddCommGroup V] [InnerProductSpace ℂ V]

/-- The energy expectation value `⟨ψ, H ψ⟩`. -/
def LatticeSystem.energy (S : LatticeSystem V ι) (ψ : V) : ℝ := (⟪ψ, S.H ψ⟫_ℂ).re
```

The density is built in the same way, site by site, and placed in `EuclideanSpace ℝ ι`, which fixes the norm in the penalty as the Euclidean one.

```lean
/-- The density of `ψ`: the vector of expectation values `⟨ψ, n i ψ⟩`. -/
def LatticeSystem.density (S : LatticeSystem V ι) (ψ : V) : EuclideanSpace ℝ ι :=
  WithLp.toLp 2 fun i => (⟪ψ, S.n i ψ⟫_ℂ).re
```

The number $E_0$ is described by a property: it belongs to the set of real eigenvalues of $H$ and lies below all the others. Since a Hermitian operator has only real eigenvalues, no part of the spectrum is missed.

```lean
/-- `E₀` is the lowest eigenvalue of the Hamiltonian. -/
def LatticeSystem.IsGroundEnergy (S : LatticeSystem V ι) (E₀ : ℝ) : Prop :=
  IsLeast {e : ℝ | Module.End.HasEigenvalue S.H (e : ℂ)} E₀
```

The admissible targets are the densities of unit vectors. Densities that arise only from mixed states are not included.

```lean
/-- `ρ` is the density of some unit vector. -/
def LatticeSystem.IsPureStateDensity (S : LatticeSystem V ι) (ρ : EuclideanSpace ℝ ι) : Prop :=
  ∃ φ : V, ‖φ‖ = 1 ∧ S.density φ = ρ
```

The Levy–Lieb functional is an infimum over the same unit vectors.

```lean
/-- The Levy-Lieb functional: the infimum of the energy over unit vectors of density `ρ`. -/
def LatticeSystem.levyLieb (S : LatticeSystem V ι) (ρ : EuclideanSpace ℝ ι) : ℝ :=
  sInf {E : ℝ | ∃ φ : V, ‖φ‖ = 1 ∧ S.density φ = ρ ∧ S.energy φ = E}
```

From here on the set of sites is finite. The penalised energy is $P$ with its target and strength written out as arguments.

```lean
variable [Fintype ι]

/-- The energy plus a quadratic penalty of strength `k` for missing the target density `ρ`. -/
def LatticeSystem.penalised (S : LatticeSystem V ι) (ρ : EuclideanSpace ℝ ι) (k : ℝ)
    (ψ : V) : ℝ :=
  S.energy ψ + k / 2 * ‖S.density ψ - ρ‖ ^ 2
```

A penalty minimiser is a normalised state that is globally optimal among normalised states. Being a stationary point or a local minimum is not enough.

```lean
/-- `ψ` is a unit vector that minimises the penalised energy among all unit vectors. -/
def LatticeSystem.IsPenaltyMinimiser (S : LatticeSystem V ι) (ρ : EuclideanSpace ℝ ι) (k : ℝ)
    (ψ : V) : Prop :=
  ‖ψ‖ = 1 ∧ ∀ φ : V, ‖φ‖ = 1 → S.penalised ρ k ψ ≤ S.penalised ρ k φ
```

A ground state in the potential $v$ is defined variationally as well. The real inner product of $v$ with the density is the potential energy $\sum_i v_i\rho_i$.

```lean
/-- `φ` is a unit vector that minimises the energy in the external potential `v`. -/
def LatticeSystem.IsGroundStateIn (S : LatticeSystem V ι) (v : EuclideanSpace ℝ ι)
    (φ : V) : Prop :=
  ‖φ‖ = 1 ∧ ∀ χ : V, ‖χ‖ = 1 →
    S.energy φ + ⟪v, S.density φ⟫_ℝ ≤ S.energy χ + ⟪v, S.density χ⟫_ℝ
```

## From real expectation values to the density error

The first theorem justifies the real parts in the definitions: the complex expectation values equal the energy and the density components. The auxiliary statement `key` is the conjugation argument for a general Hermitian operator, applied to $H$ and then to each $n_i$.

```lean
omit [Fintype ι] in
/-- The expectation values of the Hamiltonian and of the site operators are real, and equal to
the energy and to the components of the density. -/
theorem expectation_values_real (S : LatticeSystem V ι) (ψ : V) :
    ⟪ψ, S.H ψ⟫_ℂ = (S.energy ψ : ℂ) ∧ ∀ i, ⟪ψ, S.n i ψ⟫_ℂ = (S.density ψ i : ℂ) := by
  have key : ∀ T : V →ₗ[ℂ] V, T.IsSymmetric →
      ⟪ψ, T ψ⟫_ℂ = (((⟪ψ, T ψ⟫_ℂ).re : ℝ) : ℂ) := fun T hT =>
    (Complex.conj_eq_iff_re.mp (by rw [inner_conj_symm]; exact hT ψ ψ)).symm
  exact ⟨key _ S.H_symm, fun i => key _ (S.n_symm i)⟩
```

The variational principle follows the eigenbasis expansion. The statement `he` says that each $e_i$ is an eigenvalue and therefore at least $E_0$; `hen` is the spectral formula for the energy; `hs` says that the weights $|\langle b_i,\psi\rangle|^2$ sum to one. The closing `calc` block is the displayed chain of the hand derivation, read from $E_0$ upwards.

```lean
omit [Fintype ι] in
/-- Variational principle in finite dimension: the lowest eigenvalue of the Hamiltonian is a lower
bound for the energy of every unit vector. -/
theorem groundEnergy_le_energy [FiniteDimensional ℂ V] (S : LatticeSystem V ι) {E₀ : ℝ}
    (hE : S.IsGroundEnergy E₀) {ψ : V} (hψ : ‖ψ‖ = 1) : E₀ ≤ S.energy ψ := by
  -- an orthonormal basis of energy eigenstates
  obtain ⟨b, e, hb⟩ : ∃ (b : OrthonormalBasis (Fin (Module.finrank ℂ V)) ℂ V)
      (e : Fin (Module.finrank ℂ V) → ℝ), ∀ i, S.H (b i) = (e i : ℂ) • b i :=
    ⟨_, _, S.H_symm.apply_eigenvectorBasis rfl⟩
  have he : ∀ i, E₀ ≤ e i := fun i => hE.2 (Module.End.hasEigenvalue_of_hasEigenvector
    ⟨Module.End.mem_eigenspace_iff.mpr (hb i), b.orthonormal.ne_zero i⟩)
  -- the energy is the average of the eigenvalues with the weights of `ψ`
  have hen : S.energy ψ = ∑ i, e i * ‖⟪b i, ψ⟫_ℂ‖ ^ 2 := by
    unfold LatticeSystem.energy
    rw [← b.sum_inner_mul_inner ψ (S.H ψ), Complex.re_sum]
    refine Finset.sum_congr rfl fun i _ => ?_
    rw [← S.H_symm (b i) ψ, hb i, inner_smul_left, Complex.conj_ofReal,
      ← inner_conj_symm ψ (b i)]
    generalize ⟪b i, ψ⟫_ℂ = z
    rw [Complex.sq_norm, Complex.normSq_apply]
    simp only [Complex.mul_re, Complex.mul_im, Complex.conj_re, Complex.conj_im,
      Complex.ofReal_re, Complex.ofReal_im]
    ring
  have hs : ∑ i, ‖⟪b i, ψ⟫_ℂ‖ ^ 2 = 1 := by
    rw [b.sum_sq_norm_inner_right ψ, hψ, one_pow]
  calc E₀ = ∑ i, E₀ * ‖⟪b i, ψ⟫_ℂ‖ ^ 2 := by rw [← Finset.mul_sum, hs, mul_one]
    _ ≤ ∑ i, e i * ‖⟪b i, ψ⟫_ℂ‖ ^ 2 :=
        Finset.sum_le_sum fun i _ => mul_le_mul_of_nonneg_right (he i) (sq_nonneg _)
    _ = S.energy ψ := hen.symm
```

The error bound speaks about a minimiser, and the next theorem supplies one for every target and every real $k$, provided that $V$ contains a nonzero vector. The energy and the density are continuous in $\psi$, hence so is the penalised energy (`hP`). The unit sphere of a finite-dimensional space is compact, and it is nonempty because a nonzero vector can be normalised. A continuous function attains its minimum there.

```lean
/-- On a nonzero finite-dimensional space, for every target density and every penalty strength, the
penalised energy has a minimiser among the unit vectors. -/
theorem exists_penaltyMinimiser [FiniteDimensional ℂ V] [Nontrivial V]
    (S : LatticeSystem V ι) (ρ : EuclideanSpace ℝ ι) (k : ℝ) :
    ∃ ψ : V, S.IsPenaltyMinimiser ρ k ψ := by
  have : ProperSpace V := FiniteDimensional.proper ℂ V
  have hc : ∀ T : V →ₗ[ℂ] V, Continuous fun ψ : V => (⟪ψ, T ψ⟫_ℂ).re := fun T => by
    have hT : Continuous fun ψ : V => T ψ := T.continuous_of_finiteDimensional
    exact Complex.continuous_re.comp (continuous_inner.comp (continuous_id.prodMk hT))
  have hD : Continuous fun ψ : V => S.density ψ :=
    (PiLp.continuous_toLp 2 _).comp (continuous_pi fun i => hc (S.n i))
  have hP : Continuous (S.penalised ρ k) :=
    (hc S.H).add (continuous_const.mul ((hD.sub continuous_const).norm.pow 2))
  -- the unit sphere is compact and not empty
  obtain ⟨x, hx⟩ := exists_ne (0 : V)
  have hne : (Metric.sphere (0 : V) 1).Nonempty :=
    ⟨((‖x‖ : ℂ)⁻¹) • x, mem_sphere_zero_iff_norm.mpr (norm_smul_inv_norm hx)⟩
  obtain ⟨ψ, hψ, hmin⟩ := (isCompact_sphere (0 : V) 1).exists_isMinOn hne hP.continuousOn
  exact ⟨ψ, mem_sphere_zero_iff_norm.mp hψ,
    fun φ hφ => hmin (mem_sphere_zero_iff_norm.mpr hφ)⟩
```

The upper bound by $F_{LL}(\rho)$ uses `le_csInf`: a number that lies below every element of a nonempty set lies below its infimum. The hypothesis `hρ` provides the nonempty set, and `h0` records that a competitor with the target density pays no penalty.

```lean
/-- If the target is a pure-state density, the minimal penalised energy does not exceed the
Levy-Lieb functional at the target density. -/
theorem penalised_le_levyLieb (S : LatticeSystem V ι) {ρ : EuclideanSpace ℝ ι} {k : ℝ}
    (hρ : S.IsPureStateDensity ρ) {ψ : V} (hψ : S.IsPenaltyMinimiser ρ k ψ) :
    S.penalised ρ k ψ ≤ S.levyLieb ρ := by
  obtain ⟨φ, hφ, hφρ⟩ := hρ
  refine le_csInf ⟨_, φ, hφ, hφρ, rfl⟩ ?_
  rintro _ ⟨χ, hχ, hχρ, rfl⟩
  -- a competitor with the target density pays no penalty
  have h0 : S.penalised ρ k χ = S.energy χ := by simp [LatticeSystem.penalised, hχρ]
  exact (hψ.2 χ hχ).trans_eq h0
```

In the main theorem `h1` and `h2` are the two inequalities. After multiplication by $k>0$ the claim is a linear consequence of them, which `linarith` finds.

```lean
/-- Density error of the penalty method in finite dimension: for `k > 0` and a pure-state density
`ρ`, the squared distance between the density of a penalised minimiser and the target `ρ` is at most
`2 (F_LL(ρ) - E₀) / k`. -/
theorem penalty_density_error [FiniteDimensional ℂ V] (S : LatticeSystem V ι)
    {ρ : EuclideanSpace ℝ ι} {k E₀ : ℝ} (hk : 0 < k) (hE : S.IsGroundEnergy E₀)
    (hρ : S.IsPureStateDensity ρ) {ψ : V} (hψ : S.IsPenaltyMinimiser ρ k ψ) :
    ‖S.density ψ - ρ‖ ^ 2 ≤ 2 * (S.levyLieb ρ - E₀) / k := by
  have h1 := penalised_le_levyLieb S hρ hψ
  have h2 := groundEnergy_le_energy S hE hψ.1
  unfold LatticeSystem.penalised at h1
  rw [le_div_iff₀ hk]
  linarith
```

A prescribed tolerance $\varepsilon>0$ is reached once $k\ge2(F_{LL}(\rho)-E_0)/\varepsilon^2$. The proof rearranges this condition into $2(F_{LL}(\rho)-E_0)/k\le\varepsilon^2$, chains it with the main bound and takes square roots of nonnegative numbers. Positivity of $k$ is a separate assumption because the threshold is zero when $F_{LL}(\rho)=E_0$.

```lean
/-- Choice of the penalty strength for a pure-state density `ρ` in finite dimension: if `k > 0` is
at least `2 (F_LL(ρ) - E₀) / ε²`, the density of a penalised minimiser lies within `ε` of the
target. -/
theorem density_error_le_tolerance [FiniteDimensional ℂ V] (S : LatticeSystem V ι)
    {ρ : EuclideanSpace ℝ ι} {k E₀ ε : ℝ} (hk : 0 < k) (hε : 0 < ε)
    (hE : S.IsGroundEnergy E₀) (hρ : S.IsPureStateDensity ρ)
    (hkε : 2 * (S.levyLieb ρ - E₀) / ε ^ 2 ≤ k) {ψ : V}
    (hψ : S.IsPenaltyMinimiser ρ k ψ) : ‖S.density ψ - ρ‖ ≤ ε := by
  have h1 := penalty_density_error S hk hE hρ hψ
  have h2 := (div_le_iff₀ (pow_pos hε 2)).mp hkε
  have h3 : 2 * (S.levyLieb ρ - E₀) / k ≤ ε ^ 2 := by
    rw [div_le_iff₀ hk]
    linarith
  exact (sq_le_sq₀ (norm_nonneg _) hε.le).mp (h1.trans h3)
```

In the last theorem the existence of the potential $v$ is assumed through `hφ`; it is not derived for a general density. The inequalities `h1` and `h2` are the two variational comparisons, and `h3` is Cauchy–Schwarz. The case distinction treats $D=0$ separately, and for $D>0$ one factor of $D$ is cancelled.

```lean
/-- If `k > 0` and the target is the density of a ground state `φ` in an external potential `v`, the
density error of a penalised minimiser is at most `2 ‖v‖ / k`. -/
theorem density_error_of_potential (S : LatticeSystem V ι) {v : EuclideanSpace ℝ ι} {k : ℝ}
    (hk : 0 < k) {φ ψ : V} (hφ : S.IsGroundStateIn v φ)
    (hψ : S.IsPenaltyMinimiser (S.density φ) k ψ) :
    ‖S.density ψ - S.density φ‖ ≤ 2 * ‖v‖ / k := by
  -- compare the two variational principles
  have h1 := hψ.2 φ hφ.1
  have h0 : S.penalised (S.density φ) k φ = S.energy φ := by simp [LatticeSystem.penalised]
  rw [h0] at h1
  unfold LatticeSystem.penalised at h1
  have h2 := hφ.2 ψ hψ.1
  have h3 := real_inner_le_norm v (S.density ψ - S.density φ)
  rw [inner_sub_right] at h3
  rw [le_div_iff₀ hk]
  rcases eq_or_lt_of_le (norm_nonneg (S.density ψ - S.density φ)) with hD | hD
  · rw [← hD, zero_mul]
    positivity
  · -- cancel one factor of the density error
    refine le_of_mul_le_mul_left ?_ hD
    nlinarith [h1, h2, h3]

end

end PenaltyDensityError
```

```lean
#print axioms PenaltyDensityError.exists_penaltyMinimiser
-- 'PenaltyDensityError.exists_penaltyMinimiser' depends on axioms: [propext, Classical.choice, Quot.sound]
#print axioms PenaltyDensityError.penalty_density_error
-- 'PenaltyDensityError.penalty_density_error' depends on axioms: [propext, Classical.choice, Quot.sound]
#print axioms PenaltyDensityError.density_error_le_tolerance
-- 'PenaltyDensityError.density_error_le_tolerance' depends on axioms: [propext, Classical.choice, Quot.sound]
#print axioms PenaltyDensityError.density_error_of_potential
-- 'PenaltyDensityError.density_error_of_potential' depends on axioms: [propext, Classical.choice, Quot.sound]
```

## The penalty as a potential in a calculation

Differentiating $P$ under the normalisation constraint shows that a minimiser satisfies

$$\Big(H+\sum_i w_in_i\Big)\psi=\mu\psi,\qquad w_i=k\,(\rho_i(\psi)-\rho_i),$$

with a real multiplier $\mu$. A gradient-based program can therefore evaluate the density of the current state, multiply the residual by $k$, and apply the result as a site potential when it forms the gradient. For a target that comes from a potential $v$, the faster bound says that $\|w\|\le2\|v\|$ at a global minimiser, so the penalty potential of the minimisers stays bounded as $k$ grows. This does not hold for an arbitrary state met during the optimisation.

An optimiser may stop before the global minimum, but the two inequalities can still be put to use. If a trial unit vector $\varphi$ with the exact target density is known, and the current unit vector $\psi$ satisfies $P(\psi)\le E(\varphi)$, then the same algebra gives $\|\rho(\psi)-\rho\|^2\le2(E(\varphi)-E_0)/k$. Any lower bound on the spectrum of $H$ may replace $E_0$ here.

## Targets that break the bounds

Put one particle on two sites, so that $V=\mathbb C^2$ and $n_1,n_2$ project onto the two basis vectors.

Take $H=0$ and the target $\rho=(1,1)$, which asks for two particles. Every unit vector has a density of the form $(p,1-p)$, and its squared distance from the target is $(1-p)^2+p^2\ge\tfrac12$. The penalised minimiser has $p=\tfrac12$ and squared error $\tfrac12$ for every $k>0$, so no increase of the penalty helps. The target is not a pure-state density, and the main bound fails without that hypothesis: Lean assigns the value $0$ to the infimum of the empty set, and the inequality would read $\tfrac12\le0$.

The faster rate also depends on its hypothesis. Let $H$ have off-diagonal elements $-t$ with $t>0$ and zero diagonal, and choose the target $(1,0)$. This is a pure-state density, but in any finite potential the ground state occupies both sites. With $\psi=(\cos\theta,\sin\theta)$ the penalised energy is

$$P=-t\sin2\theta+k\sin^4\theta .$$

For large $k$ the minimum lies near $\theta^3=t/(2k)$, and the density error is approximately $\sqrt2\,(t/2k)^{2/3}$. It decays more slowly than any constant times $1/k$, while still obeying the general bound.
